# A ghost level below the highest filled level takes an electron and lowers the band energy

A norm-conserving pseudopotential in separable form can produce a ghost: a spurious bound state with no partner in the all-electron atom. If it lies among the valence levels, a program that fills levels from the bottom will treat it like any other. What happens to the band energy and to the levels on either side of the gap?

Take $M$ true levels $e_0\le e_1\le\dots\le e_{M-1}$, counted from zero, and $N=n+2\le M$ electrons, one per level. The highest filled level is then $e_{n+1}$. Add a ghost level $g<e_{n+1}$ and leave the true levels where they are. Every filling of least energy now occupies the ghost, the band energy drops by $e_{n+1}-g$, the highest filled level is $\max(g,e_n)$, and the lowest empty level is $e_{n+1}$.

In Lean 4 with Mathlib:

```lean
import Mathlib

open Finset

namespace GhostOccupation

noncomputable section

variable {ι : Type*}
```

## Fillings and their energies

Levels carry labels $i$ from a set `ι` and have energies $\varepsilon_i$. A filling is a finite set $S$ of labels, so each level holds zero or one electron; a spin-degenerate level is listed twice. Its band energy is $E(S)=\sum_{i\in S}\varepsilon_i$.

```lean
/-- The band energy of a filling: the sum of its singly occupied levels. -/
def bandEnergy (ε : ι → ℝ) (S : Finset ι) : ℝ := ∑ i ∈ S, ε i
```

A ground filling has $N$ electrons and the least $E$ among all $N$-electron fillings. With degenerate levels there may be several.

```lean
/-- A ground filling has `N` electrons and the least band energy among all such fillings. -/
def IsGround (ε : ι → ℝ) (N : ℕ) (S : Finset ι) : Prop :=
  S.card = N ∧ ∀ T : Finset ι, T.card = N → bandEnergy ε S ≤ bandEnergy ε T
```

The highest filled level is an energy that belongs to the filled levels and bounds them from above.

```lean
/-- The energy `a` is the highest filled level of the filling `S`. -/
def IsHighestFilled (ε : ι → ℝ) (S : Finset ι) (a : ℝ) : Prop :=
  IsGreatest (ε '' (S : Set ι)) a
```

The lowest empty level is likewise a least element of the unfilled energies. If every level is filled, no number qualifies.

```lean
/-- The energy `a` is the lowest empty level of the filling `S`. -/
def IsLowestEmpty (ε : ι → ℝ) (S : Finset ι) (a : ℝ) : Prop :=
  IsLeast (ε '' (S : Set ι)ᶜ) a
```

The ghost is one extra label, `none`, with energy $g$; a true level $i$ becomes `some i` and keeps its energy. This is an idealisation: in a real calculation, the true levels can also shift, through the potential itself and through self-consistency. The model also adds only a single level; a ghost with spin or orbital degeneracy would need several labels and could take several electrons.

```lean
/-- The spectrum `ε` enlarged by one ghost level of energy `g`, carried by the index `none`. -/
def withGhost (ε : ι → ℝ) (g : ℝ) : Option ι → ℝ
  | none => g
  | some i => ε i
```

For an ordered list, write $L_N=\{i : i<N\}$ for the lowest $N$ entries.

```lean
/-- The filling of the first `N` entries in a list of `M` levels. -/
def lowest (M N : ℕ) : Finset (Fin M) := univ.filter (fun i => i.val < N)
```

## The aufbau principle with degeneracies

A finite spectrum with at least $N$ levels has finitely many $N$-electron fillings, and at least one. One of them therefore has the least energy.

```lean
/-- A finite spectrum with at least `N` levels has a ground filling with `N` electrons. -/
theorem exists_ground [Fintype ι] (ε : ι → ℝ) {N : ℕ} (hN : N ≤ Fintype.card ι) :
    ∃ S, IsGround ε N S := by
  obtain ⟨S₀, -, h₀⟩ := Finset.exists_subset_card_eq (s := (univ : Finset ι)) hN
  obtain ⟨S, hS, hmin⟩ := Finset.exists_min_image (powersetCard N univ) (bandEnergy ε)
    ⟨S₀, mem_powersetCard.mpr ⟨subset_univ _, h₀⟩⟩
  exact ⟨S, (mem_powersetCard.mp hS).2,
    fun T hT => hmin T (mem_powersetCard.mpr ⟨subset_univ _, hT⟩)⟩
```

Let $|S|=|T|$ and let $j$ be filled in $T$ but not in $S$. Then some $i$ is filled in $S$ but not in $T$. Otherwise $S\subseteq T$, and equal sizes would force $S=T$.

```lean
/-- Two fillings with equally many electrons: if one fills a level that the other leaves empty,
the other fills a level that the first leaves empty. -/
theorem exists_exchange {S T : Finset ι} (h : S.card = T.card) {j : ι}
    (hT : j ∈ T) (hS : j ∉ S) : ∃ i ∈ S, i ∉ T := by
  by_contra hc
  have hsub : S ⊆ T := fun i hi => by
    by_contra hi'
    exact hc ⟨i, hi, hi'⟩
  have heq : S = T := Finset.eq_of_subset_of_card_le hsub h.ge
  exact hS (heq ▸ hT)
```

An $N$-electron filling $S$ is a ground filling exactly when $\varepsilon_i\le\varepsilon_j$ for every filled $i$ and empty $j$.

If $S$ is a ground filling, moving an electron from $i$ to $j$ changes the energy by $\varepsilon_j-\varepsilon_i$, which cannot be negative. Conversely, let $S$ satisfy the criterion and let $T$ be another $N$-electron filling. The common levels cancel in $E(S)-E(T)$, and $S\setminus T$ and $T\setminus S$ have the same size $k$. If $k=0$ the energies agree. If not, let $m$ be the highest level in $S\setminus T$; then
$$\sum_{i\in S\setminus T}\varepsilon_i\le k\,\varepsilon_m\le\sum_{j\in T\setminus S}\varepsilon_j .$$
In the code, `h3` is this chain, and `h1` and `h2` split off the common part.

```lean
/-- Aufbau principle: an `N`-electron filling has minimum band energy exactly when no filled
level lies above an empty one. -/
theorem isGround_iff_aufbau [DecidableEq ι] (ε : ι → ℝ) (N : ℕ) (S : Finset ι) :
    IsGround ε N S ↔ S.card = N ∧ ∀ i ∈ S, ∀ j, j ∉ S → ε i ≤ ε j := by
  constructor
  · rintro ⟨hc, hmin⟩
    refine ⟨hc, fun i hi j hj => ?_⟩
    -- move one electron from level i to level j
    have hj' : j ∉ S.erase i := fun h => hj (Finset.mem_of_mem_erase h)
    have hcard : (insert j (S.erase i)).card = N := by
      rw [Finset.card_insert_of_notMem hj', Finset.card_erase_add_one hi, hc]
    have h := hmin _ hcard
    have hs := Finset.add_sum_erase S ε hi
    unfold bandEnergy at h
    rw [Finset.sum_insert hj'] at h
    linarith
  · rintro ⟨hc, ha⟩
    refine ⟨hc, fun T hT => ?_⟩
    have h1 := Finset.sum_inter_add_sum_sdiff S T ε
    have h2 := Finset.sum_inter_add_sum_sdiff T S ε
    rw [Finset.inter_comm] at h2
    have hcard : (S \ T).card = (T \ S).card := Finset.card_sdiff_comm (hc.trans hT.symm)
    -- the highest level filled only in S separates the two differences
    have h3 : ∑ i ∈ S \ T, ε i ≤ ∑ i ∈ T \ S, ε i := by
      rcases (S \ T).eq_empty_or_nonempty with he | hne
      · have he' : T \ S = ∅ := Finset.card_eq_zero.mp (by rw [← hcard, he, Finset.card_empty])
        rw [he, he']
      · obtain ⟨m, hm, hmax⟩ := Finset.exists_max_image (S \ T) ε hne
        calc ∑ i ∈ S \ T, ε i ≤ (S \ T).card • ε m := Finset.sum_le_card_nsmul _ _ _ hmax
          _ = (T \ S).card • ε m := by rw [hcard]
          _ ≤ ∑ i ∈ T \ S, ε i := Finset.card_nsmul_le_sum _ _ _ fun j hj =>
              ha m (Finset.mem_sdiff.mp hm).1 j (Finset.mem_sdiff.mp hj).2
    unfold bandEnergy
    linarith
```

Two ground fillings $S$ and $T$ with equal electron number share their frontier levels. Let $a=\varepsilon_i$ be the highest filled level of $S$.

- The energy $a$ is filled in $T$. If $i\notin T$, the exchange step gives $j\in T\setminus S$, and the aufbau criterion for $T$ and for $S$ gives $\varepsilon_j\le\varepsilon_i\le\varepsilon_j$.
- No filled level of $T$ exceeds $a$. If $j\in T$ is also in $S$, this is clear; if not, some $k\in S\setminus T$ gives $\varepsilon_j\le\varepsilon_k\le a$.

Now let $a=\varepsilon_i$ be the lowest empty level of $S$. If $i\in T$, some $k\in S\setminus T$ has $\varepsilon_k=\varepsilon_i$, so $a$ is empty in $T$ as well. If $j\notin T$ is filled in $S$, some $k\in T\setminus S$ gives $a\le\varepsilon_k\le\varepsilon_j$.

```lean
/-- All ground fillings with the same number of electrons share their highest filled level and
their lowest empty level. -/
theorem frontier_levels_unique [DecidableEq ι] {ε : ι → ℝ} {N : ℕ} {S T : Finset ι}
    (hS : IsGround ε N S) (hT : IsGround ε N T) (a : ℝ) :
    (IsHighestFilled ε S a → IsHighestFilled ε T a) ∧
      (IsLowestEmpty ε S a → IsLowestEmpty ε T a) := by
  obtain ⟨cS, aS⟩ := (isGround_iff_aufbau ε N S).mp hS
  obtain ⟨cT, aT⟩ := (isGround_iff_aufbau ε N T).mp hT
  have hST : S.card = T.card := cS.trans cT.symm
  constructor
  · rintro ⟨⟨i, hi, rfl⟩, hub⟩
    constructor
    · by_cases hiT : i ∈ T
      · exact ⟨i, hiT, rfl⟩
      · obtain ⟨j, hj, hjS⟩ := exists_exchange hST.symm hi hiT
        exact ⟨j, hj, le_antisymm (aT j hj i hiT) (aS i hi j hjS)⟩
    · rintro _ ⟨j, hj, rfl⟩
      by_cases hjS : j ∈ S
      · exact hub ⟨j, hjS, rfl⟩
      · obtain ⟨k, hk, hkT⟩ := exists_exchange hST hj hjS
        exact (aT j hj k hkT).trans (hub ⟨k, hk, rfl⟩)
  · rintro ⟨⟨i, hi, rfl⟩, hlb⟩
    constructor
    · by_cases hiT : i ∈ T
      · obtain ⟨k, hk, hkT⟩ := exists_exchange hST hiT hi
        exact ⟨k, hkT, le_antisymm (aS k hk i hi) (aT i hiT k hkT)⟩
      · exact ⟨i, hiT, rfl⟩
    · rintro _ ⟨j, hj, rfl⟩
      by_cases hjS : j ∈ S
      · obtain ⟨k, hk, hkS⟩ := exists_exchange hST.symm hjS hj
        exact (hlb ⟨k, hkS, rfl⟩).trans (aT k hk j hj)
      · exact hlb ⟨j, hjS, rfl⟩
```

## The ghost displaces the highest electron

Adding an electron to the ordered list fills the next entry: $L_{N+1}=L_N\cup\{N\}$ for $N<M$.

```lean
/-- Filling one more electron into an ordered list adds the next level. -/
theorem lowest_succ {M N : ℕ} (h : N < M) :
    lowest M (N + 1) = insert ⟨N, h⟩ (lowest M N) := by
  ext i
  simp only [lowest, mem_filter, mem_univ, true_and, mem_insert, Fin.ext_iff]
  omega
```

By induction, $|L_N|=N$ for $N\le M$.

```lean
/-- The first `N` of at least `N` levels hold `N` electrons. -/
theorem card_lowest {M N : ℕ} (h : N ≤ M) : (lowest M N).card = N := by
  induction N with
  | zero => simp [lowest]
  | succ N ih =>
    rw [lowest_succ h, Finset.card_insert_of_notMem (by simp [lowest]), ih (by omega)]
```

By the aufbau criterion, $L_{n+2}$ is a ground filling of the true spectrum. For the enlarged one, take $T_0=\{\text{ghost}\}\cup L_{n+1}$, which also has $n+2$ electrons. Its filled levels are at most $e_{n+1}$ and its empty ones at least $e_{n+1}$, so it is a ground filling. Its highest filled level is $\max(g,e_n)$ and its lowest empty level is $e_{n+1}$. The energies are
$$E(L_{n+2})=e_{n+1}+\sum_{i\le n}e_i,\qquad E(T_0)=g+\sum_{i\le n}e_i ,$$
and they differ by $e_{n+1}-g$.

All ground fillings of one spectrum have the same energy and frontier levels, so these values hold for any ground fillings `S` and `T`. The ghost is filled in `T`, since otherwise $g$ would be an empty level below the lowest empty one.

In the statement, `he` is the ordering of the levels, `hg` places the ghost below $e_{n+1}$, and `hM` supplies enough levels. Writing the electron number as `n + 2` ensures that $e_n$ exists.

```lean
/-- Ghost occupation: let `n + 2` electrons fill an ordered spectrum, and let a ghost level `g`
lie below the highest filled level `e (n + 1)`, counted from zero. Then every ground filling of the
enlarged spectrum occupies the ghost, its band energy is lower by `e (n + 1) - g`, its highest
filled level is `max g (e n)`, and its lowest empty level is `e (n + 1)`. -/
theorem ghost_occupation {M n : ℕ} (hM : n + 2 ≤ M) (e : Fin M → ℝ) (he : Monotone e)
    (g : ℝ) (hg : g < e ⟨n + 1, by omega⟩) {S : Finset (Fin M)} {T : Finset (Option (Fin M))}
    (hS : IsGround e (n + 2) S) (hT : IsGround (withGhost e g) (n + 2) T) :
    none ∈ T ∧
      bandEnergy (withGhost e g) T = bandEnergy e S - (e ⟨n + 1, by omega⟩ - g) ∧
      IsHighestFilled (withGhost e g) T (max g (e ⟨n, by omega⟩)) ∧
      IsLowestEmpty (withGhost e g) T (e ⟨n + 1, by omega⟩) := by
  have hS₀ : IsGround e (n + 2) (lowest M (n + 2)) := by
    refine (isGround_iff_aufbau _ _ _).mpr ⟨card_lowest hM, fun i hi j hj => he ?_⟩
    simp only [lowest, mem_filter, mem_univ, true_and] at hi hj
    exact Fin.le_def.mpr (by omega)
  -- reference filling: the ghost and the n + 1 lowest true levels
  obtain ⟨T₀, hT₀⟩ : ∃ T₀ : Finset (Option (Fin M)),
      T₀ = insert none ((lowest M (n + 1)).map Function.Embedding.some) := ⟨_, rfl⟩
  have hnone : none ∈ T₀ := by simp [hT₀]
  have hsome : ∀ i : Fin M, some i ∈ T₀ ↔ i.val < n + 1 := fun i => by simp [hT₀, lowest]
  have hempty : ∀ j, j ∉ T₀ → e ⟨n + 1, by omega⟩ ≤ withGhost e g j := by
    rintro (_ | j) hj
    · exact absurd hnone hj
    · rw [hsome] at hj
      exact he (Fin.le_def.mpr (show n + 1 ≤ j.val by omega))
  have hground : IsGround (withGhost e g) (n + 2) T₀ := by
    refine (isGround_iff_aufbau _ _ _).mpr ⟨?_, fun i hi j hj => le_trans ?_ (hempty j hj)⟩
    · rw [hT₀, Finset.card_insert_of_notMem (by simp), Finset.card_map,
        card_lowest (by omega)]
    · rcases i with _ | i
      · exact hg.le
      · rw [hsome] at hi
        exact he (Fin.le_def.mpr (show i.val ≤ n + 1 by omega))
  have hhigh : IsHighestFilled (withGhost e g) T₀ (max g (e ⟨n, by omega⟩)) := by
    constructor
    · rcases max_choice g (e ⟨n, by omega⟩) with h | h
      · exact ⟨none, hnone, h.symm⟩
      · exact ⟨some ⟨n, by omega⟩, (hsome _).mpr (Nat.lt_succ_self n), h.symm⟩
    · rintro _ ⟨i, hi, rfl⟩
      rcases i with _ | i
      · exact le_max_left _ _
      · have hi' := (hsome i).mp hi
        exact le_max_of_le_right (he (Fin.le_def.mpr (show i.val ≤ n by omega)))
  have hlow : IsLowestEmpty (withGhost e g) T₀ (e ⟨n + 1, by omega⟩) := by
    constructor
    · exact ⟨some ⟨n + 1, by omega⟩, fun h => lt_irrefl (n + 1) ((hsome _).mp h), rfl⟩
    · rintro _ ⟨j, hj, rfl⟩
      exact hempty j hj
  have hlowT := (frontier_levels_unique hground hT _).2 hlow
  refine ⟨?_, ?_, (frontier_levels_unique hground hT _).1 hhigh, hlowT⟩
  · -- an empty ghost would lie below the lowest empty level
    by_contra h
    exact absurd (hlowT.2 ⟨none, h, rfl⟩) (not_le_of_gt hg)
  · -- compare the energies of the two reference fillings
    have h1 := le_antisymm (hS.2 _ hS₀.1) (hS₀.2 _ hS.1)
    have h2 := le_antisymm (hT.2 _ hground.1) (hground.2 _ hT.1)
    have h3 : bandEnergy e (lowest M (n + 2)) =
        e ⟨n + 1, by omega⟩ + ∑ i ∈ lowest M (n + 1), e i := by
      have hs : lowest M (n + 2) = insert ⟨n + 1, by omega⟩ (lowest M (n + 1)) :=
        lowest_succ (by omega)
      rw [bandEnergy, hs, Finset.sum_insert (by simp [lowest])]
    have h4 : bandEnergy (withGhost e g) T₀ = g + ∑ i ∈ lowest M (n + 1), e i := by
      rw [bandEnergy, hT₀, Finset.sum_insert (by simp), Finset.sum_map]
      rfl
    linarith
```

For example, let the true levels be $-5,-3,-1,2$ eV with three electrons, so $n=1$ and the band energy is $-9$ eV. A ghost at $-4$ eV gives the filling $-5,-4,-3$ with energy $-12$ eV, lower by $-1-(-4)=3$ eV. The highest filled level is now $-3$ eV and the lowest empty one $-1$ eV, so the gap reads 2 eV instead of 3 eV. In this model, a ghost below the highest filled level always lowers the band energy. It can also change the gap, though not always: with the top level at 1 eV instead of 2 eV, the gap would be 2 eV both with and without the ghost.

## When the ghost can stay empty

The strict inequality $g<e_{n+1}$ cannot be relaxed to $g\le e_{n+1}$. With true levels $0$ and $1$, two electrons and $g=1$, filling both true levels has the least energy, and the ghost is empty.

In general, let $S$ be a ground filling of the true spectrum, and keep it after the ghost is added. The aufbau criterion gains one new empty level, so the only new condition is $\varepsilon_i\le g$ for all $i\in S$. In the code, `S.map Function.Embedding.some` is the same filling, viewed in the enlarged spectrum.

```lean
/-- A ground filling of the true spectrum remains a ground filling after a ghost level `g` is
added and left empty, exactly when no filled level lies above `g`. -/
theorem ghost_stays_empty_iff [DecidableEq ι] {ε : ι → ℝ} {N : ℕ} {S : Finset ι}
    (hS : IsGround ε N S) (g : ℝ) :
    IsGround (withGhost ε g) N (S.map Function.Embedding.some) ↔ ∀ i ∈ S, ε i ≤ g := by
  obtain ⟨hc, ha⟩ := (isGround_iff_aufbau ε N S).mp hS
  rw [isGround_iff_aufbau]
  constructor
  · rintro ⟨-, h⟩ i hi
    exact h (some i) (by simpa using hi) none (by simp)
  · intro h
    refine ⟨by rw [Finset.card_map, hc], ?_⟩
    rintro (_ | i) hi (_ | j) hj
    · exact le_rfl
    · simp at hi
    · exact h i (by simpa using hi)
    · exact ha i (by simpa using hi) j (by simpa using hj)

end

end GhostOccupation
```

```lean
#print axioms GhostOccupation.exists_ground
-- 'GhostOccupation.exists_ground' depends on axioms: [propext, Classical.choice, Quot.sound]
#print axioms GhostOccupation.ghost_occupation
-- 'GhostOccupation.ghost_occupation' depends on axioms: [propext, Classical.choice, Quot.sound]
#print axioms GhostOccupation.ghost_stays_empty_iff
-- 'GhostOccupation.ghost_stays_empty_iff' depends on axioms: [propext, Classical.choice, Quot.sound]
```
